# The nearest density matrix of fixed trace, by shifting and clipping eigenvalues

Here a one-particle density matrix of trace \(N\) is a complex \(n\times n\) matrix \(T\), written in an orthonormal spin-orbital basis, such that \(T\) and \(1-T\) are positive semidefinite and \(\operatorname{tr}T=N\). The first two conditions, abbreviated \(0\le T\le 1\), keep occupation numbers between 0 and 1, the upper bound being the Pauli principle; the third fixes the electron number. Fractional occupations are allowed, so \(T\) need not be idempotent, and \(N\) may be any real number with \(0\le N\le n\).

## The inequality behind the repair

Let \(G\) be a Hermitian \(n\times n\) matrix with eigenvalues \(g_i\) and orthonormal eigenvectors \(u_i\), the columns of \(U\). For a real shift \(s\), define

\[
x_i=\max(0,\min(1,g_i-s)),\qquad X=U\,\mathrm{diag}(x)\,U^\dagger .
\]

Some \(s\) gives \(\operatorname{tr}X=N\). For every such \(s\), \(X\) is a density matrix of trace \(N\), and every density matrix \(T\) of trace \(N\) satisfies

\[
\|G-X\|^2+\|X-T\|^2\le\|G-T\|^2 ,
\]

where \(\|A\|=\big(\sum_{ij}|A_{ij}|^2\big)^{1/2}\) is the Frobenius norm. Hence \(X\) is the unique density matrix of trace \(N\) nearest to \(G\), and it is no farther than \(G\) from any other.

## Cleaning a sampled density matrix

A one-particle density matrix estimated by Monte Carlo sampling or from measurements on a quantum processor can have eigenvalues outside \([0,1]\) and the wrong trace. If the exact matrix meets the constraints above, the repair cannot increase the Frobenius error of a Hermitian estimate in a finite orthonormal basis.

In code, diagonalise \(G\), solve \(\sum_i x_i=N\) for \(s\), and rebuild \(X\). The sum never increases with \(s\), so bisection between \(g_{\min}-1\) and \(g_{\max}\) works. The shift may not be unique, but \(X\) is.

## From occupations to the inequality

**The shift.** The function \(f(s)=\sum_i\max(0,\min(1,g_i-s))\) is continuous. With \(R=1+\sum_j|g_j|\), every \(g_i-R\) is negative and every \(g_i+R\) is at least 1, so \(f(R)=0\) and \(f(-R)=n\). By the intermediate value theorem, \(f(s)=N\) for some \(s\), and \(\operatorname{tr}X=\sum_i x_i=f(s)\).

**The constraints on \(X\).** Since \(0\le x_i\le1\), both \(X\) and \(1-X=U\,\mathrm{diag}(1-x)\,U^\dagger\) are positive semidefinite.

**The occupations of \(T\).** Set \(t_i=u_i^\dagger Tu_i\). Then \(t_i\ge0\), \(1-t_i=u_i^\dagger(1-T)u_i\ge0\), and \(\sum_i t_i=\operatorname{tr}(U^\dagger TU)=N\). This does not require \(T\) to commute with \(G\).

**The overlap.** Because \(G-X=U\,\mathrm{diag}(g-x)\,U^\dagger\) is Hermitian,

\[
\operatorname{Re}\operatorname{tr}\big((G-X)^\dagger(X-T)\big)
=\sum_i(g_i-x_i)(x_i-t_i)
=\sum_i(g_i-s-x_i)(x_i-t_i).
\]

The last step uses \(\sum_i(x_i-t_i)=N-N=0\). Each term is now nonnegative:

- If \(g_i-s\le0\), then \(x_i=0\) and the term is \((g_i-s)(-t_i)\ge0\).
- If \(0\le g_i-s\le1\), then \(x_i=g_i-s\) and the term vanishes.
- If \(g_i-s\ge1\), then \(x_i=1\) and the term is \((g_i-s-1)(1-t_i)\ge0\).

The shift has to be removed before the signs are examined. In the middle case the original term is \(s(x_i-t_i)\), which can have either sign.

**The square.** For any matrices \(P,Q\),

\[
\|P+Q\|^2=\|P\|^2+\|Q\|^2+2\operatorname{Re}\operatorname{tr}(P^\dagger Q).
\]

Taking \(P=G-X\) and \(Q=X-T\) gives the inequality. Omitting either square on its left side gives nearness or error reduction. If \(\|G-T\|=\|G-X\|\), then \(\|X-T\|=0\) and \(T=X\). If \(G\) is not a density matrix of trace \(N\), then \(G\ne X\), so the error reduction is strict.

## The Lean file

```lean
import Mathlib

open Matrix
open scoped ComplexOrder

namespace DensityMatrixRepair

noncomputable section

variable {n : Type*} [Fintype n] [DecidableEq n]

/-- An occupation number clipped to the interval from 0 to 1. -/
def clip (x : ℝ) : ℝ := max 0 (min 1 x)

/-- The Frobenius norm: the root of the sum of all squared moduli of entries. -/
def frob (A : Matrix n n ℂ) : ℝ := √(∑ i, ∑ j, ‖A i j‖ ^ 2)

/-- A one-particle density matrix of trace `N`: both `T` and `1 - T` are
positive semidefinite. -/
structure IsDensity (N : ℝ) (T : Matrix n n ℂ) : Prop where
  nonneg : T.PosSemidef
  le_one : (1 - T).PosSemidef
  trace_eq : T.trace = (N : ℂ)

/-- The matrix `U diag(d) U†` built from orbitals (columns of `U`) and real numbers `d`. -/
def fromSpectrum (U : Matrix n n ℂ) (d : n → ℝ) : Matrix n n ℂ :=
  U * diagonal (fun i => (d i : ℂ)) * Uᴴ

/-- The real part of the diagonal element of `T` in the orbital given by column `i` of `U`. -/
def occupation (U T : Matrix n n ℂ) (i : n) : ℝ := ((Uᴴ * T * U) i i).re

/-- The repaired matrix: the eigenvectors of `G` are kept and the eigenvalues of `G - s`
are clipped to the interval from 0 to 1. -/
def repair {G : Matrix n n ℂ} (hG : G.IsHermitian) (s : ℝ) : Matrix n n ℂ :=
  fromSpectrum (hG.eigenvectorUnitary : Matrix n n ℂ) (fun i => clip (hG.eigenvalues i - s))

omit [DecidableEq n] in
/-- The squared Frobenius norm of a sum is the sum of the squared norms plus twice the
real part of the overlap. -/
theorem frob_sq_add (P Q : Matrix n n ℂ) :
    frob (P + Q) ^ 2 = frob P ^ 2 + frob Q ^ 2 + 2 * (trace (Pᴴ * Q)).re := by
  have hsq (A : Matrix n n ℂ) : frob A ^ 2 = ∑ i, ∑ j, ‖A i j‖ ^ 2 :=
    Real.sq_sqrt (by positivity)
  have h : (trace (Pᴴ * Q)).re =
      ∑ i, ∑ j, ((P i j).re * (Q i j).re + (P i j).im * (Q i j).im) := by
    rw [Finset.sum_comm]
    simp [Matrix.trace, Matrix.mul_apply, Complex.re_sum, Complex.mul_re]
  simp only [hsq, h, Finset.mul_sum, ← Finset.sum_add_distrib]
  refine Finset.sum_congr rfl fun i _ => Finset.sum_congr rfl fun j _ => ?_
  simp only [Matrix.add_apply, Complex.sq_norm, Complex.normSq_apply, Complex.add_re,
    Complex.add_im]
  ring

omit [DecidableEq n] in
/-- Two matrices at Frobenius distance zero are equal. -/
theorem eq_of_frob_sub_eq_zero {A B : Matrix n n ℂ} (h : frob (A - B) = 0) : A = B := by
  have h0 : ∑ i, ∑ j, ‖(A - B) i j‖ ^ 2 = 0 :=
    (Real.sqrt_eq_zero (by positivity)).1 h
  refine Matrix.ext fun i j => ?_
  have h1 := (Finset.sum_eq_zero_iff_of_nonneg (fun i _ => by positivity)).1 h0 i
    (Finset.mem_univ i)
  have h2 := (Finset.sum_eq_zero_iff_of_nonneg (fun j _ => by positivity)).1 h1 j
    (Finset.mem_univ j)
  exact sub_eq_zero.1 (norm_eq_zero.1 (pow_eq_zero_iff two_ne_zero |>.1 h2))

/-- For orthonormal orbitals, the trace of `U diag(d) U†` is the sum of the numbers `d`. -/
theorem trace_fromSpectrum {U : Matrix n n ℂ} (hU : Uᴴ * U = 1) (d : n → ℝ) :
    (fromSpectrum U d).trace = ((∑ i, d i : ℝ) : ℂ) := by
  rw [fromSpectrum, trace_mul_comm, ← mul_assoc, hU, one_mul, trace_diagonal]
  exact (Complex.ofReal_sum _ _).symm

/-- In any orthonormal orbital basis the occupations of a density matrix of trace `N`
lie between 0 and 1 and add up to `N`. -/
theorem occupation_bounds {U T : Matrix n n ℂ} {N : ℝ} (hU : Uᴴ * U = 1)
    (hT : IsDensity N T) :
    (∀ i, 0 ≤ occupation U T i ∧ occupation U T i ≤ 1) ∧ ∑ i, occupation U T i = N := by
  refine ⟨fun i => ⟨?_, ?_⟩, ?_⟩
  · exact (Complex.le_def.1 (hT.nonneg.conjTranspose_mul_mul_same U).diag_nonneg).1
  · have h : 0 ≤ (Uᴴ * (1 - T) * U) i i :=
      (hT.le_one.conjTranspose_mul_mul_same U).diag_nonneg
    rw [mul_sub, sub_mul, mul_one, hU] at h
    have h' := (Complex.le_def.1 h).1
    simp only [Matrix.sub_apply, Matrix.one_apply_eq, Complex.sub_re, Complex.one_re,
      Complex.zero_re] at h'
    exact sub_nonneg.1 h'
  · have h : (Uᴴ * T * U).trace = (N : ℂ) := by
      rw [trace_mul_comm, ← mul_assoc, mul_eq_one_comm.1 hU, one_mul, hT.trace_eq]
    simpa [Matrix.trace, occupation, Complex.re_sum] using congrArg Complex.re h

/-- For orthonormal orbitals, if clipping `g - s` gives total occupation `N`, then `U diag(g) U†`
minus the clipped matrix has an overlap with nonnegative real part with the clipped matrix minus any
density matrix of trace `N`. -/
theorem overlap_nonneg {U T : Matrix n n ℂ} {N s : ℝ} {g : n → ℝ} (hU : Uᴴ * U = 1)
    (hs : ∑ i, clip (g i - s) = N) (hT : IsDensity N T) :
    0 ≤ (trace ((fromSpectrum U g - fromSpectrum U (fun i => clip (g i - s)))ᴴ *
      (fromSpectrum U (fun i => clip (g i - s)) - T))).re := by
  obtain ⟨hb, hN⟩ := occupation_bounds hU hT
  set x : n → ℝ := fun i => clip (g i - s) with hx
  have hsub : fromSpectrum U g - fromSpectrum U x = fromSpectrum U (fun i => g i - x i) := by
    simp only [fromSpectrum, ← Matrix.sub_mul, ← Matrix.mul_sub, diagonal_sub,
      Complex.ofReal_sub]
  have hherm (d : n → ℝ) : (fromSpectrum U d)ᴴ = fromSpectrum U d := by
    have h : (diagonal (fun i => (d i : ℂ)))ᴴ = diagonal (fun i => (d i : ℂ)) := by
      rw [diagonal_conjTranspose]
      exact congrArg diagonal (funext fun i => Complex.conj_ofReal (d i))
    rw [fromSpectrum, conjTranspose_mul, conjTranspose_mul, h, conjTranspose_conjTranspose,
      mul_assoc]
  -- the real part of the overlap is a sum over the columns of `U`
  have htr (d : n → ℝ) (A : Matrix n n ℂ) :
      (trace (fromSpectrum U d * A)).re = ∑ i, d i * occupation U A i := by
    have h : trace (fromSpectrum U d * A) =
        trace (diagonal (fun i => (d i : ℂ)) * (Uᴴ * A * U)) := by
      rw [fromSpectrum, mul_assoc, mul_assoc, trace_mul_comm]
      simp only [mul_assoc]
    rw [h]
    simp [Matrix.trace, diagonal_mul, occupation, Complex.re_sum]
  have hocc (i : n) : occupation U (fromSpectrum U x - T) i = x i - occupation U T i := by
    have h : Uᴴ * (fromSpectrum U x - T) * U =
        diagonal (fun i => (x i : ℂ)) - Uᴴ * T * U := by
      calc _ = (Uᴴ * U) * diagonal (fun i => (x i : ℂ)) * (Uᴴ * U) - Uᴴ * T * U := by
            rw [fromSpectrum]; noncomm_ring
        _ = _ := by rw [hU, one_mul, mul_one]
    simp [occupation, h]
  rw [hsub, hherm, htr]
  simp only [hocc]
  -- the shift drops out because both traces equal `N`
  have hshift : ∑ i, (g i - x i) * (x i - occupation U T i) =
      ∑ i, (g i - s - x i) * (x i - occupation U T i) := by
    have h : ∑ i, (g i - x i) * (x i - occupation U T i) -
        ∑ i, (g i - s - x i) * (x i - occupation U T i) =
        s * (∑ i, x i - ∑ i, occupation U T i) := by
      rw [← Finset.sum_sub_distrib, ← Finset.sum_sub_distrib, Finset.mul_sum]
      exact Finset.sum_congr rfl fun i _ => by ring
    rw [hs, hN, sub_self, mul_zero] at h
    exact sub_eq_zero.1 h
  rw [hshift]
  refine Finset.sum_nonneg fun i _ => ?_
  obtain ⟨h0, h1⟩ := hb i
  simp only [hx, clip]
  rcases le_total (g i - s) 0 with h | h
  · rw [min_eq_right (by linarith), max_eq_left h]
    nlinarith
  · rcases le_total (g i - s) 1 with h' | h'
    · rw [min_eq_right h', max_eq_right h, sub_self, zero_mul]
    · rw [min_eq_left h', max_eq_right zero_le_one]
      nlinarith

/-- For a Hermitian `G` and `N` between 0 and the number of orbitals, some shift gives the
repaired matrix trace `N`. -/
theorem exists_shift {G : Matrix n n ℂ} (hG : G.IsHermitian) {N : ℝ} (h0 : 0 ≤ N)
    (h1 : N ≤ Fintype.card n) : ∃ s : ℝ, (repair hG s).trace = (N : ℂ) := by
  set g := hG.eigenvalues with hg
  have hc : Continuous fun s : ℝ => ∑ i, clip (g i - s) := by
    unfold clip
    fun_prop
  have hb (i : n) : |g i| ≤ ∑ j, |g j| :=
    Finset.single_le_sum (f := fun j => |g j|) (fun j _ => abs_nonneg _) (Finset.mem_univ i)
  -- a large shift empties all orbitals, a very negative one fills them
  have hlo : ∑ i, clip (g i - (∑ j, |g j| + 1)) = 0 :=
    Finset.sum_eq_zero fun i _ => max_eq_left
      ((min_le_right _ _).trans (by linarith [hb i, le_abs_self (g i)]))
  have hhi : ∑ i, clip (g i - -(∑ j, |g j| + 1)) = Fintype.card n := by
    have h (i : n) : clip (g i - -(∑ j, |g j| + 1)) = 1 := by
      unfold clip
      rw [min_eq_left (by linarith [hb i, neg_abs_le (g i)]), max_eq_right zero_le_one]
    simp only [h, Finset.sum_const, Finset.card_univ, nsmul_eq_mul, mul_one]
  obtain ⟨s, hs⟩ := intermediate_value_univ (∑ j, |g j| + 1) (-(∑ j, |g j| + 1)) hc
    ⟨hlo.le.trans h0, h1.trans hhi.ge⟩
  refine ⟨s, ?_⟩
  rw [repair, trace_fromSpectrum (mem_unitaryGroup_iff'.1 hG.eigenvectorUnitary.2)]
  exact congrArg Complex.ofReal hs

/-- If the repaired matrix has trace `N`, it is a density matrix, and its squared distances
to `G` and to any density matrix `T` of trace `N` add up to at most that from `G` to `T`. -/
theorem repair_pythagoras {G : Matrix n n ℂ} (hG : G.IsHermitian) {N s : ℝ}
    (hs : (repair hG s).trace = (N : ℂ)) :
    IsDensity N (repair hG s) ∧ ∀ T, IsDensity N T →
      frob (G - repair hG s) ^ 2 + frob (repair hG s - T) ^ 2 ≤ frob (G - T) ^ 2 := by
  have hU : (hG.eigenvectorUnitary : Matrix n n ℂ)ᴴ * hG.eigenvectorUnitary = 1 :=
    mem_unitaryGroup_iff'.1 hG.eigenvectorUnitary.2
  have hpos (d : n → ℝ) (hd : ∀ i, 0 ≤ d i) :
      (fromSpectrum (hG.eigenvectorUnitary : Matrix n n ℂ) d).PosSemidef :=
    (posSemidef_diagonal_iff.2 fun i => Complex.zero_le_real.2 (hd i)).mul_mul_conjTranspose_same _
  refine ⟨⟨hpos _ fun i => le_max_left _ _, ?_, hs⟩, fun T hT => ?_⟩
  · have h := hpos (fun i => 1 - clip (hG.eigenvalues i - s))
      fun i => sub_nonneg.2 (max_le zero_le_one (min_le_left _ _))
    have hd : diagonal (fun i => ((1 - clip (hG.eigenvalues i - s) : ℝ) : ℂ)) =
        1 - diagonal (fun i => (clip (hG.eigenvalues i - s) : ℂ)) := by
      rw [← diagonal_one, diagonal_sub]
      simp
    rw [fromSpectrum, hd, mul_sub, sub_mul, mul_one, mul_eq_one_comm.1 hU] at h
    exact h
  · have hspec : G = fromSpectrum (hG.eigenvectorUnitary : Matrix n n ℂ) hG.eigenvalues := by
      have h := hG.spectral_theorem
      rw [Unitary.conjStarAlgAut_apply] at h
      exact h
    have hsum : ∑ i, clip (hG.eigenvalues i - s) = N := by
      rw [repair, trace_fromSpectrum hU] at hs
      exact Complex.ofReal_injective hs
    have hover : 0 ≤ (trace ((G - repair hG s)ᴴ * (repair hG s - T))).re := by
      have h := overlap_nonneg hU hsum hT
      rw [← hspec] at h
      exact h
    have h := frob_sq_add (G - repair hG s) (repair hG s - T)
    rw [sub_add_sub_cancel] at h
    linarith

/-- For a Hermitian `G` and `N` between 0 and the number of orbitals, a shift giving trace `N`
exists. For each such shift the repaired matrix is the unique density matrix of trace `N`
nearest to `G`, and it is no farther than `G` from any density matrix of trace `N`. -/
theorem repair_nearest {G : Matrix n n ℂ} (hG : G.IsHermitian) {N : ℝ} (h0 : 0 ≤ N)
    (h1 : N ≤ Fintype.card n) :
    (∃ s : ℝ, (repair hG s).trace = (N : ℂ)) ∧
    ∀ s : ℝ, (repair hG s).trace = (N : ℂ) →
      IsDensity N (repair hG s) ∧
      ∀ T, IsDensity N T →
        frob (G - repair hG s) ≤ frob (G - T) ∧
        (frob (G - T) = frob (G - repair hG s) → T = repair hG s) ∧
        frob (repair hG s - T) ≤ frob (G - T) := by
  refine ⟨exists_shift hG h0 h1, fun s hs => ?_⟩
  obtain ⟨hX, hP⟩ := repair_pythagoras hG hs
  refine ⟨hX, fun T hT => ?_⟩
  have h := hP T hT
  have hn : 0 ≤ frob (G - T) := Real.sqrt_nonneg _
  refine ⟨le_of_not_gt fun hlt => ?_, fun heq => ?_, le_of_not_gt fun hlt => ?_⟩
  · nlinarith [sq_nonneg (frob (repair hG s - T))]
  · rw [heq] at h
    have hz : frob (repair hG s - T) ^ 2 = 0 :=
      le_antisymm (by linarith) (sq_nonneg _)
    exact (eq_of_frob_sub_eq_zero ((pow_eq_zero_iff two_ne_zero).1 hz)).symm
  · nlinarith [sq_nonneg (frob (G - repair hG s))]

/-- If the Hermitian `G` is not itself a density matrix of trace `N`, a repair with trace `N`
strictly reduces the distance to every density matrix of trace `N`. -/
theorem repair_strictly_improves {G : Matrix n n ℂ} (hG : G.IsHermitian) {N s : ℝ}
    (hs : (repair hG s).trace = (N : ℂ)) (hbad : ¬ IsDensity N G)
    {T : Matrix n n ℂ} (hT : IsDensity N T) :
    frob (repair hG s - T) < frob (G - T) := by
  obtain ⟨hX, hP⟩ := repair_pythagoras hG hs
  have hne : frob (G - repair hG s) ≠ 0 := fun h => by
    have hGX := eq_of_frob_sub_eq_zero h
    exact hbad (hGX.symm ▸ hX)
  have hpos : 0 < frob (G - repair hG s) ^ 2 := by positivity
  have hn : 0 ≤ frob (G - T) := Real.sqrt_nonneg _
  refine lt_of_not_ge fun hle => ?_
  nlinarith [hP T hT]

end

end DensityMatrixRepair
```

```lean
#print axioms DensityMatrixRepair.repair_nearest
-- 'DensityMatrixRepair.repair_nearest' depends on axioms: [propext, Classical.choice, Quot.sound]
#print axioms DensityMatrixRepair.repair_strictly_improves
-- 'DensityMatrixRepair.repair_strictly_improves' depends on axioms: [propext, Classical.choice, Quot.sound]
```

## Reading the theorems and their proofs

In Lean, `n` is the finite type that labels the orbitals, and their number is `Fintype.card n`. `IsDensity N T` holds the three constraints, `frob` is the norm, and `repair hG s` is \(X\), where `hG` says that \(G\) is Hermitian. `occupation U T i` is \(t_i\), defined as a real part.

`repair_nearest` first states that a suitable shift exists. Then, for every shift that gives trace \(N\), it states that \(X\) is a density matrix, is nearest, is the only one at that distance, and is no farther than \(G\) from any admissible \(T\). `repair_strictly_improves` gives the strict version when \(G\) is not already admissible.

The lemmas match the derivation:

- `exists_shift` obtains continuity from `fun_prop` and applies `intermediate_value_univ`, with `trace_fromSpectrum` turning the trace into a sum.
- `occupation_bounds` proves the facts about \(t_i\).
- `overlap_nonneg` removes the shift in `hshift`, then splits into the three cases with `rcases`; `nlinarith` settles the signs of the two clipped cases.
- `frob_sq_add` expands the square in real and imaginary parts.
- `repair_pythagoras` checks the constraints on \(X\) and combines the overlap with the expanded square.

The final theorems pass from squared norms to norms with `nlinarith`, and `eq_of_frob_sub_eq_zero` turns zero distance into equality.

## Conditions on the input and the reference

The reference \(T\) must have the trace imposed on \(X\). Take \(n=1\), \(N=1\) and \(G=T=\tfrac12\). Then \(X=1\), and the repair raises the error from \(0\) to \(\tfrac12\). So \(0\le T\le1\) alone does not secure the error bound.

The theorems concern exact real eigenvalues and an exactly satisfied trace condition; they say nothing about rounding or the tolerance of a root finder. A non-Hermitian estimate \(A\) must first be replaced by its Hermitian part \((A+A^\dagger)/2\), a matrix in a non-orthogonal basis must be transformed to an orthonormal one, and a spin-summed matrix with occupations up to 2 must be halved, with \(N\) set to half the electron number. The constraints do not force \(X\) to come from a pure state or to be compatible with a given two-particle density matrix.

The bound applies to the whole matrix, and a single observable can get worse. With \(N=1\), \(T=\mathrm{diag}(0.5,0.5)\) and \(G=\mathrm{diag}(0.5,0.7)\), the repair gives \(X=\mathrm{diag}(0.4,0.6)\): the Frobenius error falls, but the first occupation, which was correct, is now off by \(0.1\).
